# Polynomial form of the s-wave radial equation for two repelling electrons in a harmonic trap

The theorem `isStationary_iff` concerns the s-wave relative motion of two electrons in a harmonic trap, in Hartree atomic units. The trap has frequency w, the Coulomb repulsion is 1/r, and E is the energy of the relative motion alone, without that of the centre of mass. The trial function is u(r) = r p(r) exp(−w r²/4), where p is a real polynomial. The theorem says that u satisfies −u'' + (w² r²/4 + 1/r) u = E u at every r > 0 exactly when r p'' + (2 − w r²) p' + ((E − 3w/2) r − 1) p is the zero polynomial. The statement allows any real w and E, though only w > 0 describes a trap with a decaying Gaussian. It also allows p to be zero, and u is not required to be normalised or even normalisable. The proof is meant to show that, for r > 0, the left side of the radial equation less its right side is minus this polynomial expression times the Gaussian. As the Gaussian never vanishes, and a polynomial that is zero on a half-line is zero everywhere, the equivalence follows.

The first attempt, which Lean rejects:

```lean
import Mathlib

open Polynomial

namespace HookeAtomCubic

noncomputable section

/-- The radial function `u(r) = r p(r) exp(-w r² / 4)` of the relative motion. -/
def radial (w : ℝ) (p : ℝ[X]) (r : ℝ) : ℝ :=
  r * p.eval r * Real.exp (-(w * r ^ 2 / 4))

/-- The s-wave radial Schrödinger equation for two electrons in a harmonic trap:
`-u'' + (w² r² / 4 + 1 / r) u = E u` at every distance `r > 0`. -/
def IsStationary (w E : ℝ) (p : ℝ[X]) : Prop :=
  ∀ r : ℝ, 0 < r → -deriv (deriv (radial w p)) r
    + (w ^ 2 * r ^ 2 / 4 + 1 / r) * radial w p r = E * radial w p r

/-- The left-hand side `r p'' + (2 - w r²) p' + (κ r - 1) p` of the equation for the
polynomial factor. -/
def hookeOp (w κ : ℝ) (p : ℝ[X]) : ℝ[X] :=
  X * derivative (derivative p) + (C 2 - C w * X ^ 2) * derivative p + (C κ * X - 1) * p

/-- The derivative of a polynomial `q` times the Gaussian is the polynomial
`q' - (w/2) r q` times the same Gaussian. -/
theorem hasDerivAt_gauss (w : ℝ) (q : ℝ[X]) (r : ℝ) :
    HasDerivAt (fun x => q.eval x * Real.exp (-(w * x ^ 2 / 4)))
      ((derivative q - C (w / 2) * X * q).eval r * Real.exp (-(w * r ^ 2 / 4))) r := by
  have h2 : HasDerivAt (fun x : ℝ => x ^ 2) (2 * r) r := by
    simpa using hasDerivAt_pow 2 r
  have h1 : HasDerivAt (fun x : ℝ => -(w * x ^ 2 / 4)) (-(w * r / 2)) r :=
    ((h2.const_mul w).div_const 4).fun_neg.congr_deriv (by ring)
  exact ((q.hasDerivAt r).fun_mul h1.exp).congr_deriv (by
    simp only [eval_sub, eval_mul, eval_C, eval_X]; ring)

/-- The radial Schrödinger equation at energy `E` is equivalent to the polynomial equation
with `κ = E - 3w/2`. -/
theorem isStationary_iff (w E : ℝ) (p : ℝ[X]) :
    IsStationary w E p ↔ hookeOp w (E - 3 * w / 2) p = 0 := by
  have h0 : radial w p = fun x => (X * p).eval x * Real.exp (-(w * x ^ 2 / 4)) := by
    funext x
    simp only [radial, eval_mul, eval_X]
  have d1 := funext fun x => (hasDerivAt_gauss w (X * p) x).deriv
  -- the Schrödinger residual is the polynomial residual times the Gaussian
  have key : ∀ r : ℝ, 0 < r → -deriv (deriv (radial w p)) r
      + (w ^ 2 * r ^ 2 / 4 + 1 / r) * radial w p r - E * radial w p r
      = -((hookeOp w (E - 3 * w / 2) p).eval r * Real.exp (-(w * r ^ 2 / 4))) := by
    intro r hr
    have hc : 1 / r * (r * p.eval r * Real.exp (-(w * r ^ 2 / 4)))
        = p.eval r * Real.exp (-(w * r ^ 2 / 4)) := by
      have hr' : 1 / r * r = 1 := one_div_mul_cancel hr.ne'
      linear_combination (p.eval r * Real.exp (-(w * r ^ 2 / 4))) * hr'
    rw [h0, d1, (hasDerivAt_gauss w _ r).deriv]
    simp only [hookeOp, derivative_mul, derivative_sub, derivative_add, derivative_X,
      derivative_C, derivative_one, eval_add, eval_sub, eval_mul, eval_C, eval_X, eval_pow,
      eval_one, eval_zero]
    linear_combination hc
  constructor
  · intro h
    -- a polynomial that vanishes on a half-line is zero
    refine eq_zero_of_infinite_isRoot _ ((Set.Ioi_infinite (0 : ℝ)).mono fun r hr => ?_)
    have h1 := key r hr
    rw [h r hr, sub_self] at h1
    exact (mul_eq_zero.mp (neg_eq_zero.mp h1.symm)).resolve_right (Real.exp_pos _).ne'
  · intro h r hr
    have h1 := key r hr
    rw [h, eval_zero, zero_mul, neg_zero] at h1
    exact sub_eq_zero.mp h1

end

end HookeAtomCubic
```

The compiler's answer:

```
Main.lean:53:12: error: Tactic `rewrite` failed: Did not find an occurrence of the pattern
  fun x => deriv (fun x => eval x (X * p) * Real.exp (-(w * x ^ 2 / 4))) x
in the target expression
  -deriv (deriv fun x => eval x (X * p) * Real.exp (-(w * x ^ 2 / 4))) r +
        (w ^ 2 * r ^ 2 / 4 + 1 / r) * (fun x => eval x (X * p) * Real.exp (-(w * x ^ 2 / 4))) r -
      E * (fun x => eval x (X * p) * Real.exp (-(w * x ^ 2 / 4))) r =
    -(eval r (hookeOp w (E - 3 * w / 2) p) * Real.exp (-(w * r ^ 2 / 4)))

w E : ℝ
p : ℝ[X]
h0 : radial w p = fun x => eval x (X * p) * Real.exp (-(w * x ^ 2 / 4))
d1 :
  (fun x => deriv (fun x => eval x (X * p) * Real.exp (-(w * x ^ 2 / 4))) x) = fun x =>
    eval x (derivative (X * p) - C (w / 2) * X * (X * p)) * Real.exp (-(w * x ^ 2 / 4))
r : ℝ
hr : 0 < r
hc : 1 / r * (r * eval r p * Real.exp (-(w * r ^ 2 / 4))) = eval r p * Real.exp (-(w * r ^ 2 / 4))
⊢ -deriv (deriv fun x => eval x (X * p) * Real.exp (-(w * x ^ 2 / 4))) r +
        (w ^ 2 * r ^ 2 / 4 + 1 / r) * (fun x => eval x (X * p) * Real.exp (-(w * x ^ 2 / 4))) r -
      E * (fun x => eval x (X * p) * Real.exp (-(w * x ^ 2 / 4))) r =
    -(eval r (hookeOp w (E - 3 * w / 2) p) * Real.exp (-(w * r ^ 2 / 4)))
```

The error is in the rewrite with `d1`, which should replace the first derivative of the radial function by a polynomial times the Gaussian. `d1` was given no stated type, so Lean took its type from the `funext` term, and its left side became `fun x => deriv (fun x => …) x`. The goal has the same function in the shorter form `deriv fun x => …`, standing unapplied inside the outer `deriv`. The two are equal by definition (eta), but `rw` looks for an expression matching the pattern's form, and it found no such `fun` in the goal.

The repair states the type of `d1` with the bare `deriv (fun x => …)` on the left. The same `funext` proof is accepted, because Lean does identify the two forms when it checks a proof against a stated type. The rewrite then finds its pattern, and leaves a polynomial times the Gaussian, to which `hasDerivAt_gauss` applies again for the second derivative.

The changed comment only supplies a missing minus sign in the description and has no part in the cure.

After these edits no error is left:

```diff
@@ -41,6 +41,9 @@
     funext x
     simp only [radial, eval_mul, eval_X]
-  have d1 := funext fun x => (hasDerivAt_gauss w (X * p) x).deriv
-  -- the Schrödinger residual is the polynomial residual times the Gaussian
+  have d1 : deriv (fun x => (X * p).eval x * Real.exp (-(w * x ^ 2 / 4))) =
+      fun x => (derivative (X * p) - C (w / 2) * X * (X * p)).eval x
+        * Real.exp (-(w * x ^ 2 / 4)) :=
+    funext fun x => (hasDerivAt_gauss w (X * p) x).deriv
+  -- the Schrödinger residual is minus the polynomial residual times the Gaussian
   have key : ∀ r : ℝ, 0 < r → -deriv (deriv (radial w p)) r
       + (w ^ 2 * r ^ 2 / 4 + 1 / r) * radial w p r - E * radial w p r
```
